# Phase Quantization in the Image Potential Gives a Rydberg Series with a Quantum Defect

Given the binding energy $\varepsilon$ of an image state at a metal surface, for zero wave vector along the surface, in hartree and measured from the vacuum level, one can extract a quantum defect $a$ by evaluating $1/\sqrt{32\,\varepsilon}$ and subtracting the integer label $n$ of the state. Suppose a surface calculation gives $\varepsilon = 0.02$ for the lowest state, $n=1$. Then $1/\sqrt{0.64} = 1.25$, so $a = 0.25$. If the same $a$ is assumed for $n=2$, the next binding energy is $1/(32\cdot 2.25^2) = 1/162 \approx 0.0062$ hartree.

This conversion rests on a phase integral for a single non-interacting electron moving in one dimension in the pure image potential. In units with $\hbar^2/2m = 1$, let the potential at distance $z>0$ from the surface be $-C/z$ and the energy be $-e$, with $C>0$ and $e>0$. The local wave number is $k(z)=\sqrt{C/z-e}$, and it vanishes at the classical turning point $z=C/e$. The claim is

$$\int_0^{C/e}\sqrt{\frac{C}{z}-e}\;dz=\frac{\pi C}{2\sqrt e}.$$

For a positive integer $n$ and a real $a>-1$, this phase therefore equals $\pi(n+a)$ exactly when $e=C^2/(4(n+a)^2)$. The condition that the phase equals $\pi(n+a)$ is a semiclassical postulate. The number $a$ collects the phase corrections from both ends of the motion, at the crystal and at the turning point. The energies form a Rydberg series when $a$ is the same for all $n$.

## Integrating the wave number by hand

For $0<z<C/e$, write $s=\sqrt{z(C-ez)}$ and $u=2ez/C-1$, and consider

$$F(z)=s+\frac{C}{2\sqrt e}\arcsin u .$$

The first term has derivative $(C-2ez)/(2s)$. For the second,

$$1-u^2=(1+u)(1-u)=\frac{2ez}{C}\cdot\frac{2(C-ez)}{C}=\frac{4e\,s^2}{C^2},$$

so $\sqrt{1-u^2}=2\sqrt e\,s/C$, and its derivative is

$$\frac{C}{2\sqrt e}\cdot\frac{C}{2\sqrt e\,s}\cdot\frac{2e}{C}=\frac{C}{2s}.$$

Adding the two and using $s^2=z(C-ez)$ gives

$$F'(z)=\frac{C-ez}{s}=\frac{s}{z}=\sqrt{\frac{C}{z}-e}=k(z).$$

The wave number diverges at the surface, but $k(z)\le\sqrt{C/z}$, which is integrable there. At both ends $s=0$, while $u$ runs from $-1$ to $1$. Hence

$$F(C/e)-F(0)=\frac{C}{2\sqrt e}\left(\frac{\pi}{2}+\frac{\pi}{2}\right)=\frac{\pi C}{2\sqrt e}.$$

## Energies selected by the phase condition

Let $\nu$ be real. The phase equals $\pi\nu$ exactly when $C=2\sqrt e\,\nu$. Since $C$ and $\sqrt e$ are positive, this forces $\nu>0$, and squaring gives $e=C^2/(4\nu^2)$. Conversely, if $\nu>0$ and $e$ has this value, then $\sqrt e=C/(2\nu)$ and $C=2\sqrt e\,\nu$ again. Setting $\nu=n+a$, which is positive because $n\ge1$ and $a>-1$, gives the series.

In Hartree atomic units the potential outside a perfect conductor is $-1/(4z)$, and the wave number is

$$\sqrt{2\left(-\varepsilon+\frac{1}{4z}\right)}=\sqrt{\frac{1/2}{z}-2\varepsilon}.$$

Thus $C=1/2$ and $e=2\varepsilon$. The condition $2\varepsilon=1/(16(n+a)^2)$ becomes $\varepsilon=1/(32(n+a)^2)$.

## The phase integral in Lean

```lean
import Mathlib

open Real MeasureTheory Set

namespace ImagePotentialStates

noncomputable section
```

The physical quantities are real numbers, and the wave number is a function of `C`, `e` and `z`.

```lean
/-- Local wave number at distance `z > 0` from the surface, in the image potential `-C/z` at
energy `-e`, in units with `ħ²/2m = 1`; it is meant for `z` up to the turning point. -/
def waveNumber (C e z : ℝ) : ℝ := √(C / z - e)
```

The phase is the integral of this function from the surface to the turning point. Its value is not built into the definition.

```lean
/-- Phase accumulated between the surface and the classical turning point `C/e`,
for `C > 0` and `e > 0`. -/
def phaseIntegral (C e : ℝ) : ℝ := ∫ z in (0 : ℝ)..(C / e), waveNumber C e z
```

The next definition is the function $F$ from above.

```lean
/-- A closed expression for the phase accumulated up to the distance `z`, up to a constant,
for `C > 0` and `e > 0`. -/
def phasePrimitive (C e z : ℝ) : ℝ :=
  √(z * (C - e * z)) + C / (2 * √e) * arcsin (2 * e * z / C - 1)
```

The first theorem states $F'(z)=k(z)$ for $z$ in the open interval `Ioo 0 (C / e)`. In its proof, `h1` and `h2` express $\sqrt{1-u^2}$ and $k(z)$ through $s$. The statement `alg` is the addition of the two derivatives, with `s` and `q` in the roles of $s$ and $\sqrt e$. The facts `hp`, `hl` and `ha` differentiate the product under the root, the argument $u$ and the arcsine.

```lean
/-- For `C > 0` and `e > 0`, the accumulated phase grows at the rate of the local wave number
everywhere between the surface and the turning point. -/
theorem hasDerivAt_phasePrimitive {C e z : ℝ} (hC : 0 < C) (he : 0 < e)
    (hz : z ∈ Ioo 0 (C / e)) :
    HasDerivAt (phasePrimitive C e) (waveNumber C e z) z := by
  have hz0 : 0 < z := hz.1
  have hzC : e * z < C := by
    have := (lt_div_iff₀ he).1 hz.2
    linarith
  have hprod : 0 < z * (C - e * z) := mul_pos hz0 (by linarith)
  have hs : 0 < √(z * (C - e * z)) := Real.sqrt_pos.2 hprod
  have hs2 : √(z * (C - e * z)) ^ 2 = z * (C - e * z) := Real.sq_sqrt hprod.le
  have hq : 0 < √e := Real.sqrt_pos.2 he
  have hq2 : √e ^ 2 = e := Real.sq_sqrt he.le
  have hu0 : 0 < 2 * e * z / C := by positivity
  have hu2 : 2 * e * z / C < 2 := by
    rw [div_lt_iff₀ hC]
    linarith
  -- both square roots are expressed through `√(z (C - e z))`
  have h1 : √(1 - (2 * e * z / C - 1) ^ 2) = 2 * √e * √(z * (C - e * z)) / C := by
    have h : 1 - (2 * e * z / C - 1) ^ 2 = (2 * √e * √(z * (C - e * z)) / C) ^ 2 := by
      rw [div_pow, mul_pow, mul_pow, hs2, hq2]
      field_simp
      ring
    rw [h, Real.sqrt_sq (by positivity)]
  have h2 : √(C / z - e) = √(z * (C - e * z)) / z := by
    have h : C / z - e = (√(z * (C - e * z)) / z) ^ 2 := by
      rw [div_pow, hs2, eq_div_iff (by positivity)]
      have hz' : C / z * z = C := div_mul_cancel₀ _ hz0.ne'
      linear_combination z * hz'
    rw [h, Real.sqrt_sq (by positivity)]
  have alg : ∀ s q : ℝ, 0 < s → 0 < q → s ^ 2 = z * (C - e * z) → q ^ 2 = e →
      (C - 2 * e * z) / (2 * s) + C / (2 * q) * (1 / (2 * q * s / C) * (2 * e / C))
        = s / z := by
    intro s q hs hq hs2 hq2
    have h3 : C / (2 * q) * (1 / (2 * q * s / C) * (2 * e / C)) = C / (2 * s) := by
      rw [← hq2]
      field_simp
    rw [h3, ← add_div, div_eq_div_iff (by positivity) hz0.ne']
    linear_combination (-2) * hs2
  -- differentiate the two terms
  have hp : HasDerivAt (fun y : ℝ => y * (C - e * y)) (C - 2 * e * z) z :=
    ((hasDerivAt_id' z).fun_mul (((hasDerivAt_id' z).const_mul e).const_sub C)).congr_deriv
      (by ring)
  have hl : HasDerivAt (fun y : ℝ => 2 * e * y / C - 1) (2 * e / C) z :=
    ((((hasDerivAt_id' z).const_mul (2 * e)).div_const C).sub_const 1).congr_deriv (by ring)
  have ha : HasDerivAt (fun y : ℝ => arcsin (2 * e * y / C - 1))
      (1 / √(1 - (2 * e * z / C - 1) ^ 2) * (2 * e / C)) z :=
    HasDerivAt.comp (h := fun y : ℝ => 2 * e * y / C - 1) z
      (Real.hasDerivAt_arcsin (by linarith) (by linarith)) hl
  refine ((hp.sqrt hprod.ne').fun_add (ha.const_mul (C / (2 * √e)))).congr_deriv ?_
  rw [waveNumber, h1, h2]
  exact alg _ _ hs hq hs2 hq2
```

At the endpoints only continuity of $F$ is needed, and it follows by composing continuous functions.

```lean
/-- The closed expression for the phase is continuous in the distance. -/
theorem continuous_phasePrimitive (C e : ℝ) : Continuous (phasePrimitive C e) := by
  have h1 : Continuous fun z : ℝ => z * (C - e * z) := by fun_prop
  have h2 : Continuous fun z : ℝ => 2 * e * z / C - 1 := by fun_prop
  exact h1.sqrt.add (continuous_const.mul (Real.continuous_arcsin.comp h2))
```

Integrability is obtained differently from the comparison with $\sqrt{C/z}$. A nonnegative function that is the derivative, inside the interval, of a function continuous up to the ends is integrable. This step matters because Lean assigns the value zero to the integral of a non-integrable function.

```lean
/-- For `C > 0` and `e > 0`, the local wave number is integrable from the surface to the
turning point, although it diverges at the surface. -/
theorem intervalIntegrable_waveNumber {C e : ℝ} (hC : 0 < C) (he : 0 < e) :
    IntervalIntegrable (waveNumber C e) volume 0 (C / e) := by
  have hL : 0 ≤ C / e := by positivity
  refine intervalIntegral.intervalIntegrable_deriv_of_nonneg
    (continuous_phasePrimitive C e).continuousOn ?_ ?_
  · intro z hz
    rw [min_eq_left hL, max_eq_right hL] at hz
    exact hasDerivAt_phasePrimitive hC he hz
  · intro z _
    exact Real.sqrt_nonneg _
```

The fundamental theorem of calculus now gives the closed form. The equations `h1` and `h2` evaluate $e\cdot C/e$ and the arcsine's argument at the turning point, and `simp only` inserts $\arcsin(\pm1)=\pm\pi/2$.

```lean
/-- For `C > 0` and `e > 0`, the phase integral of the image potential is `π C / (2 √e)`. -/
theorem phaseIntegral_eq {C e : ℝ} (hC : 0 < C) (he : 0 < e) :
    phaseIntegral C e = π * C / (2 * √e) := by
  have hL : 0 ≤ C / e := by positivity
  have h1 : e * (C / e) = C := mul_div_cancel₀ C he.ne'
  have h2 : 2 * e * (C / e) / C - 1 = 1 := by
    rw [mul_assoc, h1, mul_div_assoc, div_self hC.ne']
    norm_num
  rw [phaseIntegral, intervalIntegral.integral_eq_sub_of_hasDerivAt_of_le hL
    (continuous_phasePrimitive C e).continuousOn
    (fun z hz => hasDerivAt_phasePrimitive hC he hz) (intervalIntegrable_waveNumber hC he)]
  -- only the arcsine contributes at the two ends
  simp only [phasePrimitive, h1, h2, sub_self, mul_zero, zero_mul, zero_div, zero_sub,
    Real.sqrt_zero, Real.arcsin_one, Real.arcsin_neg_one]
  ring
```

## From the phase to the Rydberg series in Lean

The equivalence is stated for every real `ν`, with positivity as part of the conclusion, so no binding energy satisfies the condition when $\nu\le0$. In the forward direction, `hCν` is $C=2\sqrt e\,\nu$, `nlinarith` rules out $\nu\le0$, and the last `linear_combination` does the squaring. In the backward direction, `hroot` is $\sqrt e=C/(2\nu)$.

```lean
/-- For `C > 0`, `e > 0` and any real `ν`, the phase integral equals `π ν` exactly when `ν` is
positive and the binding energy is `C² / (4 ν²)`. -/
theorem phaseIntegral_eq_pi_mul_iff {C e : ℝ} (hC : 0 < C) (he : 0 < e) (ν : ℝ) :
    phaseIntegral C e = π * ν ↔ 0 < ν ∧ e = C ^ 2 / (4 * ν ^ 2) := by
  have hq : 0 < √e := Real.sqrt_pos.2 he
  have hq2 : √e ^ 2 = e := Real.sq_sqrt he.le
  rw [phaseIntegral_eq hC he]
  constructor
  · intro h
    have h' : π * C = π * ν * (2 * √e) := (div_eq_iff (by positivity)).1 h
    have hCν : C = 2 * √e * ν :=
      mul_left_cancel₀ Real.pi_ne_zero (by linear_combination h')
    have hν : 0 < ν := by
      by_contra hneg
      have hle : ν ≤ 0 := not_lt.1 hneg
      nlinarith [mul_nonneg hq.le (neg_nonneg.2 hle)]
    refine ⟨hν, ?_⟩
    rw [eq_div_iff (by positivity)]
    linear_combination (-(4 * ν ^ 2)) * hq2 - (C + 2 * √e * ν) * hCν
  · rintro ⟨hν, h⟩
    have hroot : √e = C / (2 * ν) := by
      rw [h, show C ^ 2 / (4 * ν ^ 2) = (C / (2 * ν)) ^ 2 by ring,
        Real.sqrt_sq (by positivity)]
    rw [hroot]
    field_simp
```

In the main theorem `n` is a natural number, read as a real number in the formulas, and `hn` and `ha` make $n+a$ positive. If $n+a$ were negative, the equivalence would fail: the energy formula would still give a positive $e$, but the positive phase could not equal $\pi(n+a)$.

The theorem takes `a` as a given number. It neither computes `a` from a crystal potential nor solves the Schrödinger equation, and the potential keeps its form $-C/z$ down to $z=0$.

```lean
/-- For `C > 0`, `e > 0`, a positive integer `n` and `a > -1`, the phase integral equals
`π (n + a)` exactly when the binding energy is `C² / (4 (n + a)²)`. -/
theorem quantization_iff_rydberg {C e a : ℝ} {n : ℕ} (hC : 0 < C) (he : 0 < e)
    (hn : 0 < n) (ha : -1 < a) :
    phaseIntegral C e = π * (n + a) ↔ e = C ^ 2 / (4 * (n + a) ^ 2) := by
  have hn1 : (1 : ℝ) ≤ n := by exact_mod_cast hn
  have hν : 0 < (n : ℝ) + a := by linarith
  rw [phaseIntegral_eq_pi_mul_iff hC he]
  exact and_iff_right hν
```

The last theorem writes the integrand as $\sqrt{2(E-V)}$ with $E=-\varepsilon$ and $V=-1/(4z)$. Its proof identifies the integral with `phaseIntegral (1 / 2) (2 * ε)` and applies the main theorem.

```lean
/-- In Hartree atomic units, with image potential `-1/(4z)` and binding energy `ε > 0`, the
phase integral equals `π (n + a)`, for a positive integer `n` and `a > -1`, exactly when
`ε = 1 / (32 (n + a)²)`. -/
theorem quantization_atomic_units {ε a : ℝ} {n : ℕ} (hε : 0 < ε) (hn : 0 < n)
    (ha : -1 < a) :
    (∫ z in (0 : ℝ)..(1 / (4 * ε)), √(2 * (-ε - -(1 / (4 * z))))) = π * (n + a) ↔
      ε = 1 / (32 * (n + a) ^ 2) := by
  -- this is the general problem with `C = 1/2` and `e = 2 ε`
  have h : (∫ z in (0 : ℝ)..(1 / (4 * ε)), √(2 * (-ε - -(1 / (4 * z)))))
      = phaseIntegral (1 / 2) (2 * ε) := by
    rw [phaseIntegral, show (1 / 2 : ℝ) / (2 * ε) = 1 / (4 * ε) by ring]
    refine intervalIntegral.integral_congr fun z _ => ?_
    show √(2 * (-ε - -(1 / (4 * z)))) = √(1 / 2 / z - 2 * ε)
    congr 1
    ring
  have hid : ∀ ν : ℝ, (1 / 2 : ℝ) ^ 2 / (4 * ν ^ 2) = 2 * (1 / (32 * ν ^ 2)) := by
    intro ν
    ring
  rw [h, quantization_iff_rydberg (by norm_num) (by positivity) hn ha, hid]
  constructor <;> intro h <;> linarith

end

end ImagePotentialStates
```

```lean
#print axioms ImagePotentialStates.quantization_atomic_units
```

```
'ImagePotentialStates.quantization_atomic_units' depends on axioms: [propext, Classical.choice, Quot.sound]
```
